# Positive NEVPT2 denominators from convex active energies and one-electron gaps

The active space is represented here by a single function of its electron count: \(E(n)\) is the energy assigned to \(n\) active electrons, and \(N\) is the count in the reference state. No active Hamiltonian or wave function appears. In the intended reading, \(E(n)\) is the lowest eigenvalue of the active part of the Dyall Hamiltonian with \(n\) electrons, all counts sharing the same orbitals.

The remaining orbitals enter through their energies, \(e_i\) for inactive and \(e_a\) for virtual spin orbitals. They add up without interaction terms, as they do in the Dyall Hamiltonian. In the code, `I` and `V` are the types of inactive and virtual spin orbitals, with energies `ei` and `ea`. The function `E` takes any integer, including counts that the active space cannot hold. No perturber has such a count, so its energy may be set as high as the hypotheses below require.

In Lean 4 with Mathlib:

```lean
import Mathlib

open Finset

namespace NEVPT2Denominators

variable {I V : Type*} {E : ℤ → ℝ} {N : ℤ} {ei : I → ℝ} {ea : V → ℝ}
```

## The energy of a perturber

A perturber is specified by a finite set \(H\) of inactive spin orbitals that have lost their electron and a finite set \(P\) of virtual spin orbitals that have gained one. Charge conservation leaves \(N+|H|-|P|\) electrons in the active space. If the active space has the energy that \(E\) assigns to this count, the excitation energy is

\[
D(H,P)=\sum_{a\in P}e_a-\sum_{i\in H}e_i+E(N+|H|-|P|)-E(N).
\]

Because \(H\) and \(P\) are sets of spin orbitals, emptying a spatial orbital completely counts as two holes, usually of equal energy.

```lean
/-- The zeroth-order excitation energy of a perturber with holes `H` in the inactive spin orbitals
and particles `P` in the virtual ones; the active space then holds `N + |H| - |P|` electrons and is
taken to have the energy that `E` assigns to this count. -/
def denominator (E : ℤ → ℝ) (N : ℤ) (ei : I → ℝ) (ea : V → ℝ)
    (H : Finset I) (P : Finset V) : ℝ :=
  ∑ a ∈ P, ea a - ∑ i ∈ H, ei i + (E (N + (H.card : ℤ) - (P.card : ℤ)) - E N)
```

In strongly contracted NEVPT2, each perturber lowers the energy by a squared coupling divided by a denominator of this form, with the mean energy of the perturber's active part in place of \(E(N+|H|-|P|)\); the NEVPT2 theorem below allows for this replacement. For an active space with convex energies, the results below therefore give conditions under which no intruder state makes a denominator vanish or change sign.

## Convexity away from the reference count

Convexity at a count \(n\) means

\[
2E(n)\le E(n-1)+E(n+1),
\]

or equivalently \(E(n)-E(n-1)\le E(n+1)-E(n)\): the next electron is bound no more strongly than the previous one. This is an assumption about the active space and is not derived from a Hamiltonian. It is required only at \(n=N+k\) with \(0<|k|<M\), where \(M\) is the largest number of holes or particles considered. For \(M=2\) these are the counts \(N+1\) and \(N-1\), and for \(M=1\) there are none. The reference count \(N\) itself is exempt, because each perturber changes the active count in one direction only.

```lean
/-- The active energy is convex in the particle number at every count `N + k` with
`0 < |k| < M`. -/
def ConvexAround (E : ℤ → ℝ) (N : ℤ) (M : ℕ) : Prop :=
  ∀ k : ℤ, k ≠ 0 → -(M : ℤ) < k → k < (M : ℤ) →
    2 * E (N + k) ≤ E (N + k - 1) + E (N + k + 1)
```

## Attaching several electrons

Write \(\Delta_n=E(N+n+1)-E(N+n)\) for the cost of attachment number \(n+1\). Convexity at \(N+n+1\) says \(\Delta_n\le\Delta_{n+1}\), hence \(\Delta_0\le\Delta_n\) whenever \(n+1\le M\). Summing over the first \(k\le M\) attachments gives

\[
E(N+k)-E(N)=\sum_{n=0}^{k-1}\Delta_n\ \ge\ k\,\bigl(E(N+1)-E(N)\bigr).
\]

The proof uses two inductions. The inner statement `step` is \(\Delta_0\le\Delta_n\), with convexity supplying each increment, and the outer induction carries out the sum.

```lean
/-- For a convex active energy, attaching `k ≤ M` electrons costs at least `k` times the energy
of attaching the first one. -/
theorem attachment_bound {M : ℕ} (hE : ConvexAround E N M) (k : ℕ) (hk : k ≤ M) :
    (k : ℝ) * (E (N + 1) - E N) ≤ E (N + (k : ℤ)) - E N := by
  -- each further attachment costs at least as much as the first
  have step : ∀ n : ℕ, n + 1 ≤ M →
      E (N + 1) - E N ≤ E (N + ((n : ℤ) + 1)) - E (N + (n : ℤ)) := by
    intro n
    induction n with
    | zero => intro _; simp
    | succ n ih =>
      intro hn
      have c := hE ((n : ℤ) + 1) (by omega) (by omega) (by omega)
      have h := ih (by omega)
      rw [show N + ((n : ℤ) + 1) - 1 = N + (n : ℤ) by ring,
        show N + ((n : ℤ) + 1) + 1 = N + ((n : ℤ) + 1 + 1) by ring] at c
      rw [Nat.cast_add, Nat.cast_one]
      linarith
  induction k with
  | zero => simp
  | succ n ih =>
    have h := ih (by omega)
    have s := step n hk
    push_cast
    linarith
```

## Removing several electrons

Removal is attachment read backwards. The reflected function \(\tilde E(n)=E(-n)\) is convex around \(-N\) in the same sense, and the previous bound applied to it becomes

\[
E(N-k)-E(N)\ \ge\ k\,\bigl(E(N-1)-E(N)\bigr),\qquad k\le M.
\]

In the code, `hR` establishes convexity of the reflected function, and the last lines translate its arguments back.

```lean
/-- For a convex active energy, removing `k ≤ M` electrons costs at least `k` times the energy
of removing the first one. -/
theorem removal_bound {M : ℕ} (hE : ConvexAround E N M) (k : ℕ) (hk : k ≤ M) :
    (k : ℝ) * (E (N - 1) - E N) ≤ E (N - (k : ℤ)) - E N := by
  -- reflect the particle number and use the attachment bound
  have hR : ConvexAround (fun n => E (-n)) (-N) M := by
    intro j h0 h1 h2
    have c := hE (-j) (by omega) (by omega) (by omega)
    show 2 * E (-(-N + j)) ≤ E (-(-N + j - 1)) + E (-(-N + j + 1))
    rw [show -(-N + j) = N + -j by ring, show -(-N + j - 1) = N + -j + 1 by ring,
      show -(-N + j + 1) = N + -j - 1 by ring]
    linarith
  have h := attachment_bound hR k hk
  simp only [show -(-N + 1) = N - 1 by ring, show -(-N + (k : ℤ)) = N - (k : ℤ) by ring,
    neg_neg] at h
  exact h
```

## Pairing holes with particles

Suppose that a number \(\delta\) bounds three kinds of one-electron gap from below, each for all the \(i\in H\) and \(a\in P\) that occur in it:

\[
E(N+1)-E(N)-e_i\ge\delta,\qquad e_a-\bigl(E(N)-E(N-1)\bigr)\ge\delta,\qquad e_a-e_i\ge\delta.
\]

These are the costs of moving an electron from an inactive orbital into the active space, from the active space into a virtual orbital, and directly from inactive to virtual.

If there are only holes, the first condition gives \(\sum_{i\in H} e_i\le|H|\,(E(N+1)-E(N)-\delta)\), and with the attachment bound

\[
D(H,\emptyset)\ge -|H|\,(E(N+1)-E(N)-\delta)+|H|\,(E(N+1)-E(N))=|H|\,\delta .
\]

If there are only particles, the second condition and the removal bound give

\[
D(\emptyset,P)\ge |P|\,(E(N)-E(N-1)+\delta)+|P|\,(E(N-1)-E(N))=|P|\,\delta .
\]

If both kinds are present, choose \(i\in H\) and \(a\in P\). Taking out this pair leaves the active count unchanged, so

\[
D(H,P)=(e_a-e_i)+D(H\setminus\{i\},P\setminus\{a\}).
\]

The pair contributes at least \(\delta\), and the larger of the two set sizes falls by one. Repeating this until one set is empty yields

\[
D(H,P)\ \ge\ \max(|H|,|P|)\,\delta .
\]

The formal proof is an induction on \(P\) for arbitrary \(H\). Its `empty` case is the estimate for holes alone. The `insert` case either finds \(H\) empty, which leaves particles alone, or splits off a pair and applies the induction hypothesis to `H.erase i`. The equation `hN` records that the active count has not changed.

```lean
/-- If the active energy is convex and every hole, every particle and every hole-particle pair
has a one-electron gap of at least `δ`, the denominator is at least `δ` times the larger of the
numbers of holes and particles, both being at most `M`. -/
theorem gap_bound {M : ℕ} (hE : ConvexAround E N M) {δ : ℝ} (H : Finset I) (P : Finset V)
    (hH : H.card ≤ M) (hP : P.card ≤ M)
    (hi : ∀ i ∈ H, δ ≤ E (N + 1) - E N - ei i)
    (ha : ∀ a ∈ P, δ ≤ ea a - (E N - E (N - 1)))
    (hia : ∀ i ∈ H, ∀ a ∈ P, δ ≤ ea a - ei i) :
    δ * ((max H.card P.card : ℕ) : ℝ) ≤ denominator E N ei ea H P := by
  classical
  induction P using Finset.induction_on generalizing H with
  | empty =>
    -- only holes: the electrons enter the active space
    have h1 : ∑ i ∈ H, ei i ≤ H.card • (E (N + 1) - E N - δ) :=
      Finset.sum_le_card_nsmul _ _ _ (fun i h => by linarith [hi i h])
    have h2 := attachment_bound hE H.card hH
    have hm : max H.card 0 = H.card := by omega
    rw [nsmul_eq_mul] at h1
    simp only [denominator, sum_empty, card_empty, Nat.cast_zero, sub_zero, hm]
    linarith
  | insert a s has ih =>
    rcases H.eq_empty_or_nonempty with rfl | ⟨i, hiH⟩
    · -- only particles: the electrons leave the active space
      have h1 : (insert a s).card • (E N - E (N - 1) + δ) ≤ ∑ b ∈ insert a s, ea b :=
        Finset.card_nsmul_le_sum _ _ _ (fun b h => by linarith [ha b h])
      have h2 := removal_bound hE (insert a s).card hP
      have hm : max 0 (insert a s).card = (insert a s).card := by omega
      rw [nsmul_eq_mul] at h1
      simp only [denominator, sum_empty, card_empty, Nat.cast_zero, add_zero, hm]
      linarith
    · -- split off one hole-particle pair; the active count does not change
      have hc : (H.erase i).card + 1 = H.card := Finset.card_erase_add_one hiH
      have hs : (insert a s).card = s.card + 1 := Finset.card_insert_of_notMem has
      have key := ih (H.erase i) (by omega) (by omega)
        (fun j hj => hi j (Finset.mem_of_mem_erase hj))
        (fun b hb => ha b (Finset.mem_insert_of_mem hb))
        (fun j hj b hb => hia j (Finset.mem_of_mem_erase hj) b (Finset.mem_insert_of_mem hb))
      have pair := hia i hiH a (Finset.mem_insert_self a s)
      have hm : max H.card (insert a s).card = max (H.erase i).card s.card + 1 := by omega
      have hN : N + (H.card : ℤ) - ((insert a s).card : ℤ)
          = N + ((H.erase i).card : ℤ) - (s.card : ℤ) := by omega
      have hsum := Finset.add_sum_erase H ei hiH
      unfold denominator at key ⊢
      rw [hm, hN, Finset.sum_insert has, Nat.cast_add, Nat.cast_one, mul_add, mul_one]
      linarith
```

## From strict inequalities to a common gap

The one-electron conditions in the final results are strict inequalities without a prescribed \(\delta\). A given perturber involves finitely many gaps, however, and the smallest of finitely many positive numbers is a positive lower bound for all of them. For an empty collection any positive number serves, and the proof takes 1.

```lean
/-- Finitely many positive gaps have a common positive lower bound. -/
theorem exists_common_gap {ι : Type*} (s : Finset ι) (f : ι → ℝ) (hf : ∀ x ∈ s, 0 < f x) :
    ∃ δ : ℝ, 0 < δ ∧ ∀ x ∈ s, δ ≤ f x := by
  rcases s.eq_empty_or_nonempty with rfl | h
  · exact ⟨1, one_pos, by simp⟩
  · obtain ⟨x, hx, hmin⟩ := s.exists_min_image f h
    exact ⟨f x, hf x hx, hmin⟩
```

## One-electron conditions decide all denominators

Let \(M\ge1\) and let \(E\) be convex around \(N\) in the sense above. Then \(D(H,P)>0\) for all \(H\) and \(P\) with at most \(M\) elements each, not both empty, if and only if

\[
e_i<E(N+1)-E(N),\qquad e_a>E(N)-E(N-1),\qquad e_i<e_a
\]

each for all the inactive \(i\) and virtual \(a\) that occur in it.

For the forward direction, the three smallest kinds of perturber suffice:

\[
\begin{aligned}
D(\{i\},\emptyset)&=E(N+1)-E(N)-e_i,\\
D(\emptyset,\{a\})&=e_a+E(N-1)-E(N),\\
D(\{i\},\{a\})&=e_a-e_i.
\end{aligned}
\]

Their positivity is exactly the three conditions. For the reverse direction, take a common lower bound for each of the three families of gaps and let \(\delta>0\) be the least of the three bounds. Since \(\max(|H|,|P|)\ge1\), the pairing estimate gives \(D(H,P)\ge\delta>0\). In the code the three bounds are `d₁`, `d₂` and `d₃`, the last one taken over the product set `H ×ˢ P`.

The orbital sets may be infinite, because \(\delta\) is chosen separately for each perturber. The equivalence therefore gives positivity, but no single gap shared by all perturbers.

```lean
/-- For a convex active energy and `M ≥ 1`, all denominators with at most `M` holes and at most
`M` particles, not both zero in number, are positive exactly when inactive levels lie below the
attachment energy, virtual levels above `E(N) - E(N-1)`, and inactive levels below virtual ones. -/
theorem denominators_pos_iff {M : ℕ} (hM : 1 ≤ M) (hE : ConvexAround E N M) :
    (∀ (H : Finset I) (P : Finset V), H.card ≤ M → P.card ≤ M → (H.Nonempty ∨ P.Nonempty) →
      0 < denominator E N ei ea H P) ↔
    (∀ i, ei i < E (N + 1) - E N) ∧ (∀ a, E N - E (N - 1) < ea a) ∧ ∀ i a, ei i < ea a := by
  constructor
  · -- read the conditions off the simplest perturbers
    intro h
    refine ⟨fun i => ?_, fun a => ?_, fun i a => ?_⟩
    · have := h {i} ∅ (by simpa using hM) (by simp) (by simp)
      simp [denominator] at this
      linarith
    · have := h ∅ {a} (by simp) (by simpa using hM) (by simp)
      simp [denominator] at this
      linarith
    · have := h {i} {a} (by simpa using hM) (by simpa using hM) (by simp)
      simp [denominator] at this
      linarith
  · rintro ⟨hi, ha, hia⟩ H P hH hP hne
    obtain ⟨d₁, p₁, h₁⟩ := exists_common_gap H (fun i => E (N + 1) - E N - ei i)
      (fun i _ => sub_pos.mpr (hi i))
    obtain ⟨d₂, p₂, h₂⟩ := exists_common_gap P (fun a => ea a - (E N - E (N - 1)))
      (fun a _ => sub_pos.mpr (ha a))
    obtain ⟨d₃, p₃, h₃⟩ := exists_common_gap (H ×ˢ P) (fun x => ea x.2 - ei x.1)
      (fun x _ => sub_pos.mpr (hia x.1 x.2))
    have hpos : 0 < max H.card P.card := by
      rcases hne with h | h
      · have := h.card_pos
        omega
      · have := h.card_pos
        omega
    -- the smallest of the three gaps bounds the denominator
    have hδ : 0 < min d₁ (min d₂ d₃) := lt_min p₁ (lt_min p₂ p₃)
    refine lt_of_lt_of_le (mul_pos hδ (Nat.cast_pos.mpr hpos)) (gap_bound hE H P hH hP ?_ ?_ ?_)
    · exact fun i h => (min_le_left _ _).trans (h₁ i h)
    · exact fun a h => ((min_le_right _ _).trans (min_le_left _ _)).trans (h₂ a h)
    · exact fun i h a h' => ((min_le_right _ _).trans (min_le_right _ _)).trans
        (h₃ (i, a) (Finset.mem_product.mpr ⟨h, h'⟩))
```

## The NEVPT2 case with excited active states

First-order NEVPT2 perturbers have at most two holes and two particles, so \(M=2\), and convexity reduces to two inequalities:

\[
2E(N+1)\le E(N)+E(N+2),\qquad 2E(N-1)\le E(N-2)+E(N).
\]

The active part of a perturber need not be in the lowest state for its electron count. Let its energy be \(\varepsilon\), with \(\varepsilon\ge E(N+|H|-|P|)\). When \(E\) is the lowest active energy at each count, the variational principle supplies this inequality for the mean energy of any normalised active state. If the three one-electron conditions hold as well, and \(H\) and \(P\) are not both empty, the denominator satisfies

\[
\sum_{a\in P}e_a-\sum_{i\in H}e_i+\varepsilon-E(N)\ \ge\ D(H,P)\ >\ 0 .
\]

For an excited reference state, \(E(N)\) would be the energy of that state, and the inequality for \(\varepsilon\) may fail for perturbers with as many holes as particles.

The proof first turns `hplus` and `hminus` into `ConvexAround E N 2`, where the only admissible values of \(k\) are \(1\) and \(-1\). It then applies the equivalence and adds the inequality `hε`.

```lean
/-- NEVPT2 with up to two holes and two particles, not both zero in number: under convexity at
`N ± 1` and the three one-electron conditions, the denominator is positive for every perturber
whose active energy `ε` is at least `E` at its electron count. -/
theorem nevpt2_denominator_pos
    (hplus : 2 * E (N + 1) ≤ E N + E (N + 2)) (hminus : 2 * E (N - 1) ≤ E (N - 2) + E N)
    (hi : ∀ i, ei i < E (N + 1) - E N) (ha : ∀ a, E N - E (N - 1) < ea a)
    (hia : ∀ i a, ei i < ea a) (H : Finset I) (P : Finset V)
    (hH : H.card ≤ 2) (hP : P.card ≤ 2) (hne : H.Nonempty ∨ P.Nonempty)
    {ε : ℝ} (hε : E (N + (H.card : ℤ) - (P.card : ℤ)) ≤ ε) :
    0 < ∑ a ∈ P, ea a - ∑ i ∈ H, ei i + (ε - E N) := by
  have hE : ConvexAround E N 2 := by
    intro k h0 h1 h2
    have hk : k = 1 ∨ k = -1 := by omega
    rcases hk with rfl | rfl
    · rw [show N + 1 - 1 = N by ring, show N + 1 + 1 = N + 2 by ring]
      exact hplus
    · rw [show N + -1 - 1 = N - 2 by ring, show N + -1 + 1 = N by ring,
        show N + -1 = N - 1 by ring]
      exact hminus
  have h := (denominators_pos_iff (by norm_num) hE).mpr ⟨hi, ha, hia⟩ H P hH hP hne
  unfold denominator at h
  linarith
```

## An active space that prefers electron pairs

The three one-electron conditions do not suffice alone. Consider a model active space in which a third electron is costly but a fourth more than repays the cost, as with an effective attraction between electrons:

\[
E(2)=0,\qquad E(4)=-1,\qquad E(n)=1\ \text{ otherwise}.
\]

```lean
/-- A model active energy that is 0 for two electrons, -1 for four, and 1 otherwise. -/
noncomputable def pairingEnergy (n : ℤ) : ℝ :=
  if n = 4 then -1 else if n = 2 then 0 else 1
```

Take \(N=2\), two inactive spin orbitals at energy 0 and two virtual ones at energy 1. The conditions hold, since

\[
0<E(3)-E(2)=1,\qquad E(2)-E(1)=-1<1,\qquad 0<1 .
\]

Moving both inactive electrons into the active space nevertheless gives

\[
D(H,\emptyset)=-(0+0)+E(4)-E(2)=-1 .
\]

This model violates both convexity inequalities of the NEVPT2 case, so it shows that they cannot both be omitted. In the code, `univ` is the set of both inactive spin orbitals, and each part is a numerical evaluation.

```lean
/-- For the model energy with `N = 2`, inactive levels at 0 and virtual levels at 1, the three
one-electron conditions hold, yet the perturber with two holes and no particles has denominator -1.
-/
theorem convexity_needed :
    (0 : ℝ) < pairingEnergy (2 + 1) - pairingEnergy 2 ∧
    pairingEnergy 2 - pairingEnergy (2 - 1) < 1 ∧ (0 : ℝ) < 1 ∧
    denominator pairingEnergy 2 (fun _ : Fin 2 => 0) (fun _ : Fin 2 => 1) univ ∅ = -1 := by
  refine ⟨?_, ?_, one_pos, ?_⟩
  · norm_num [pairingEnergy]
  · norm_num [pairingEnergy]
  · norm_num [denominator, pairingEnergy]

end NEVPT2Denominators
```

```lean
#print axioms NEVPT2Denominators.nevpt2_denominator_pos
#print axioms NEVPT2Denominators.convexity_needed
```

```
'NEVPT2Denominators.nevpt2_denominator_pos' depends on axioms: [propext, Classical.choice, Quot.sound]
'NEVPT2Denominators.convexity_needed' depends on axioms: [propext, Classical.choice, Quot.sound]
```
